# In a planar spin-spiral field, a spiral wave on the tight-binding chain solves Hψ = Eψ exactly when its two amplitudes solve a 2×2 eigenvalue problem

A wavefunction is taken here to be any function that assigns two complex numbers to each integer site, with no boundary condition and no requirement of finite norm. Plane waves are then admissible, and the spiral may have any real wavenumber q, including one that never repeats on the lattice. In return, the Hamiltonian is a rule acting on functions, and no self-adjoint operator on a Hilbert space is constructed.

## Two amplitudes replace the whole chain

An electron hops between neighbouring sites with amplitude t and feels an exchange field of strength D, whose direction turns in the xy plane by the angle q per site:

(Hψ)(x) = −t(ψ(x+1) + ψ(x−1)) − D(cos(qx) σ_x + sin(qx) σ_y) ψ(x)

The field stands for ordered local moments that the electron sees but does not alter. For D > 0 it favours an electron spin parallel to the local direction.

Write ψ₀ and ψ₁ for the up and down components, and take complex amplitudes v₀, v₁ and a real wavenumber k. The spiral wave is

ψ₀(x) = v₀ exp(i(k − q/2)x)

ψ₁(x) = v₁ exp(i(k + q/2)x)

It satisfies Hψ = Eψ if and only if h(k)v = Ev, where the matrix h(k) has the entries

h₀₀ = −2t cos(k − q/2)

h₁₁ = −2t cos(k + q/2)

h₀₁ = h₁₀ = −D

Amplitudes that are not both zero exist precisely for the two energies

E = −2t cos k cos(q/2) ± √((2t sin k sin(q/2))² + D²)

## Spirals without a magnetic supercell

Electronic-structure codes that treat spin spirals in the chemical unit cell rely on this reduction; the version here covers a non-interacting, single-orbital chain in a prescribed field. For a code that accepts a tight-binding model of this kind, it gives a closed-form test case for any q.

Two points matter in a comparison. First, k is the midpoint of the two component wavenumbers, so a code that labels states by the up component uses k − q/2 instead. Second, a closed ring of N sites, or equivalently an N-site supercell sampled only at zero wavevector, holds a spiral wave with both amplitudes non-zero only if k − q/2 and k + q/2 are both integer multiples of 2π/N. When qN/(2π) is odd, the allowed k therefore sit half a step away from the usual grid.

## From a rotating field to a constant matrix

Inserting the Pauli matrices shows that the field has zero diagonal entries. Its upper right entry is cos(qx) − i sin(qx) = exp(−iqx), and its lower left entry is exp(iqx). Hence

(Hψ)₀(x) = −t(ψ₀(x+1) + ψ₀(x−1)) − D exp(−iqx) ψ₁(x)

(Hψ)₁(x) = −t(ψ₁(x+1) + ψ₁(x−1)) − D exp(iqx) ψ₀(x)

For a plane wave of wavenumber κ, the two hopping terms combine:

exp(iκ(x+1)) + exp(iκ(x−1)) = 2 cos κ exp(iκx)

The phase of the field converts the wave of one component into that of the other:

exp(−iqx) exp(i(k + q/2)x) = exp(i(k − q/2)x)

exp(iqx) exp(i(k − q/2)x) = exp(i(k + q/2)x)

Substituting the spiral wave gives

(Hψ)₀(x) = (−2t cos(k − q/2) v₀ − D v₁) exp(i(k − q/2)x)

(Hψ)₁(x) = (−D v₀ − 2t cos(k + q/2) v₁) exp(i(k + q/2)x)

So H turns the spiral wave with amplitudes v into the spiral wave with amplitudes h(k)v. Multiplying by E likewise turns v into Ev. If h(k)v = Ev, the two waves agree everywhere. Conversely, if they agree everywhere, they agree at x = 0, where both exponentials equal 1 and the components are the amplitudes themselves, so h(k)v = Ev.

For the energies, set

A = −2t cos k cos(q/2)

S = 2t sin k sin(q/2)

R = √(S² + D²)

The addition formulas for the cosine give h₀₀ = A − S and h₁₁ = A + S, and therefore

det(h(k) − E) = (A − S − E)(A + S − E) − D² = (E − A)² − R² = (E − A − R)(E − A + R)

A non-zero v with (h(k) − E)v = 0 exists exactly when this determinant vanishes, that is, when E = A + R or E = A − R.

## The Lean source

```lean
import Mathlib

open Matrix

namespace SpinSpiralBloch

noncomputable section

/-- The phase factor `exp(iθ)`. -/
def phase (θ : ℝ) : ℂ := Complex.exp (θ * Complex.I)

/-- The Pauli matrix `σ_x`. -/
def pauliX : Matrix (Fin 2) (Fin 2) ℂ := !![0, 1; 1, 0]

/-- The Pauli matrix `σ_y`. -/
def pauliY : Matrix (Fin 2) (Fin 2) ℂ := !![0, -Complex.I; Complex.I, 0]

/-- The planar spiral `cos(qx) σ_x + sin(qx) σ_y` at site `x`. -/
def spiralField (q : ℝ) (x : ℤ) : Matrix (Fin 2) (Fin 2) ℂ :=
  (Real.cos (q * x) : ℂ) • pauliX + (Real.sin (q * x) : ℂ) • pauliY

/-- The Hamiltonian of an electron hopping with amplitude `t` on the integer chain and
coupled with strength `D` to a spin spiral of wavenumber `q`. -/
def hamiltonian (t D q : ℝ) (ψ : ℤ → Fin 2 → ℂ) : ℤ → Fin 2 → ℂ := fun x =>
  -(t : ℂ) • (ψ (x + 1) + ψ (x - 1)) - (D : ℂ) • (spiralField q x *ᵥ ψ x)

/-- The spinor wave with amplitudes `v`, whose up and down components have
wavenumbers `k - q/2` and `k + q/2`. -/
def spiralWave (k q : ℝ) (v : Fin 2 → ℂ) : ℤ → Fin 2 → ℂ := fun x =>
  ![v 0 * phase ((k - q / 2) * x), v 1 * phase ((k + q / 2) * x)]

/-- The two-by-two Bloch Hamiltonian at wavenumber `k`. -/
def blochMatrix (t D q k : ℝ) : Matrix (Fin 2) (Fin 2) ℂ :=
  !![-2 * (t : ℂ) * (Real.cos (k - q / 2) : ℂ), -(D : ℂ);
     -(D : ℂ), -2 * (t : ℂ) * (Real.cos (k + q / 2) : ℂ)]

/-- The energy `-2t cos k cos(q/2) + s √((2t sin k sin(q/2))² + D²)`, where `s` is the
band sign. -/
def bandEnergy (s t D q k : ℝ) : ℝ :=
  -2 * t * Real.cos k * Real.cos (q / 2)
    + s * Real.sqrt ((2 * t * Real.sin k * Real.sin (q / 2)) ^ 2 + D ^ 2)

/-- Phase factors multiply when their angles add. -/
theorem phase_add (a b : ℝ) : phase (a + b) = phase a * phase b := by
  simp only [phase, Complex.ofReal_add, add_mul, Complex.exp_add]

/-- Euler's formula for the phase factor. -/
theorem phase_eq (θ : ℝ) :
    phase θ = (Real.cos θ : ℂ) + (Real.sin θ : ℂ) * Complex.I := by
  rw [phase, Complex.exp_mul_I, Complex.ofReal_cos, Complex.ofReal_sin]

/-- The Hamiltonian in components: the spiral flips the spin and supplies a phase
`exp(∓iqx)`. -/
theorem hamiltonian_apply (t D q : ℝ) (ψ : ℤ → Fin 2 → ℂ) (x : ℤ) :
    hamiltonian t D q ψ x =
      ![-(t : ℂ) * (ψ (x + 1) 0 + ψ (x - 1) 0) - D * (phase (-(q * x)) * ψ x 1),
        -(t : ℂ) * (ψ (x + 1) 1 + ψ (x - 1) 1) - D * (phase (q * x) * ψ x 0)] := by
  have hB : spiralField q x = !![0, phase (-(q * x)); phase (q * x), 0] := by
    rw [phase_eq (-(q * x)), phase_eq (q * x), Real.cos_neg, Real.sin_neg]
    ext i j
    fin_cases i <;> fin_cases j <;> simp [spiralField, pauliX, pauliY]
  ext i
  fin_cases i <;>
    simp [hamiltonian, hB, dotProduct, Fin.sum_univ_two] <;> ring

/-- The Hamiltonian maps a spiral wave to the spiral wave whose amplitudes are
transformed by the Bloch matrix. -/
theorem hamiltonian_spiralWave (t D q k : ℝ) (v : Fin 2 → ℂ) :
    hamiltonian t D q (spiralWave k q v) = spiralWave k q (blochMatrix t D q k *ᵥ v) := by
  -- hopping to both neighbours multiplies a plane wave by twice a cosine
  have hop (κ : ℝ) (x : ℤ) : phase (κ * ((x + 1 : ℤ) : ℝ)) + phase (κ * ((x - 1 : ℤ) : ℝ))
      = 2 * (Real.cos κ : ℂ) * phase (κ * x) := by
    have h1 : κ * ((x + 1 : ℤ) : ℝ) = κ * x + κ := by push_cast; ring
    have h2 : κ * ((x - 1 : ℤ) : ℝ) = κ * x + -κ := by push_cast; ring
    rw [h1, h2, phase_add, phase_add, phase_eq κ, phase_eq (-κ), Real.cos_neg, Real.sin_neg]
    push_cast
    ring
  have hv : blochMatrix t D q k *ᵥ v =
      ![-2 * (t : ℂ) * (Real.cos (k - q / 2) : ℂ) * v 0 + -(D : ℂ) * v 1,
        -(D : ℂ) * v 0 + -2 * (t : ℂ) * (Real.cos (k + q / 2) : ℂ) * v 1] := by
    ext i
    fin_cases i <;> simp [blochMatrix, Matrix.mulVec, dotProduct, Fin.sum_univ_two]
  funext x
  rw [hamiltonian_apply, hv]
  -- the phase of the spiral turns one spin component's wave into the other's
  have p : phase (-(q * x)) * phase ((k + q / 2) * x) = phase ((k - q / 2) * x) := by
    rw [← phase_add]; congr 1; ring
  have p' : phase (q * x) * phase ((k - q / 2) * x) = phase ((k + q / 2) * x) := by
    rw [← phase_add]; congr 1; ring
  ext i
  fin_cases i
  · show -(t : ℂ) * (v 0 * phase ((k - q / 2) * ((x + 1 : ℤ) : ℝ))
        + v 0 * phase ((k - q / 2) * ((x - 1 : ℤ) : ℝ)))
        - D * (phase (-(q * x)) * (v 1 * phase ((k + q / 2) * x)))
      = (-2 * (t : ℂ) * (Real.cos (k - q / 2) : ℂ) * v 0 + -(D : ℂ) * v 1)
        * phase ((k - q / 2) * x)
    linear_combination (-(t : ℂ) * v 0) * hop (k - q / 2) x - (D : ℂ) * v 1 * p
  · show -(t : ℂ) * (v 1 * phase ((k + q / 2) * ((x + 1 : ℤ) : ℝ))
        + v 1 * phase ((k + q / 2) * ((x - 1 : ℤ) : ℝ)))
        - D * (phase (q * x) * (v 0 * phase ((k - q / 2) * x)))
      = (-(D : ℂ) * v 0 + -2 * (t : ℂ) * (Real.cos (k + q / 2) : ℂ) * v 1)
        * phase ((k + q / 2) * x)
    linear_combination (-(t : ℂ) * v 1) * hop (k + q / 2) x - (D : ℂ) * v 0 * p'

/-- A spiral wave solves the Schrödinger equation on the chain with energy `E` iff its amplitudes
solve the two-by-two Bloch equation with energy `E`. -/
theorem generalized_bloch (t D q k : ℝ) (E : ℂ) (v : Fin 2 → ℂ) :
    hamiltonian t D q (spiralWave k q v) = E • spiralWave k q v ↔
      blochMatrix t D q k *ᵥ v = E • v := by
  have hs : spiralWave k q (E • v) = E • spiralWave k q v := by
    funext x
    ext i
    fin_cases i <;> simp [spiralWave, mul_assoc]
  rw [hamiltonian_spiralWave, ← hs]
  constructor
  · intro h
    -- the amplitudes are read off at site 0
    ext i
    have hi := congrFun (congrFun h 0) i
    fin_cases i <;> simpa [spiralWave, phase] using hi
  · intro h
    rw [h]

/-- A spiral wave of wavenumber `k` and energy `E` with amplitudes not both zero exists iff `E` is
one of the two band energies at `k`. -/
theorem spiral_bands (t D q k : ℝ) (E : ℂ) :
    (∃ v : Fin 2 → ℂ, v ≠ 0 ∧
      hamiltonian t D q (spiralWave k q v) = E • spiralWave k q v) ↔
      E = bandEnergy 1 t D q k ∨ E = bandEnergy (-1) t D q k := by
  have hdet : (blochMatrix t D q k - E • (1 : Matrix (Fin 2) (Fin 2) ℂ)).det =
      (-2 * (t : ℂ) * (Real.cos (k - q / 2) : ℂ) - E)
        * (-2 * (t : ℂ) * (Real.cos (k + q / 2) : ℂ) - E) - (D : ℂ) * D := by
    rw [Matrix.det_fin_two]
    simp [blochMatrix]
  -- the characteristic polynomial factors into the two bands
  have key : (blochMatrix t D q k - E • (1 : Matrix (Fin 2) (Fin 2) ℂ)).det =
      (E - bandEnergy 1 t D q k) * (E - bandEnergy (-1) t D q k) := by
    have hr := Real.sq_sqrt
      (show 0 ≤ (2 * t * Real.sin k * Real.sin (q / 2)) ^ 2 + D ^ 2 by positivity)
    rw [hdet, Real.cos_sub, Real.cos_add]
    unfold bandEnergy
    generalize Real.sqrt ((2 * t * Real.sin k * Real.sin (q / 2)) ^ 2 + D ^ 2) = r at hr ⊢
    have hc := congrArg (fun y : ℝ => (y : ℂ)) hr
    push_cast at hc ⊢
    linear_combination hc
  have hex : (∃ v : Fin 2 → ℂ, v ≠ 0 ∧
      hamiltonian t D q (spiralWave k q v) = E • spiralWave k q v) ↔
      ∃ v : Fin 2 → ℂ, v ≠ 0 ∧
        (blochMatrix t D q k - E • (1 : Matrix (Fin 2) (Fin 2) ℂ)) *ᵥ v = 0 :=
    exists_congr fun v => and_congr_right fun _ => by
      rw [generalized_bloch, Matrix.sub_mulVec, Matrix.smul_mulVec, Matrix.one_mulVec,
        sub_eq_zero]
  rw [hex, Matrix.exists_mulVec_eq_zero_iff, key, mul_eq_zero, sub_eq_zero, sub_eq_zero]

end

end SpinSpiralBloch
```

```lean
#print axioms SpinSpiralBloch.generalized_bloch
-- 'SpinSpiralBloch.generalized_bloch' depends on axioms: [propext, Classical.choice, Quot.sound]
#print axioms SpinSpiralBloch.spiral_bands
-- 'SpinSpiralBloch.spiral_bands' depends on axioms: [propext, Classical.choice, Quot.sound]
```

## How the Lean statements read

The type `ℤ → Fin 2 → ℂ` is a spinor on the chain, with index 0 for spin up and index 1 for spin down. The lattice constant is 1, so `q` and `k` are angles per site. The parameters `t`, `D`, `q` and `k` are arbitrary real numbers, while `E` is allowed to be complex.

`generalized_bloch` says that, for every choice of these parameters and every amplitude vector `v`, the spiral wave solves the equation at all sites if and only if `v` solves the matrix equation with the same `E`. The amplitudes are not normalised; scaling a non-zero `v` so that |v₀|² + |v₁|² = 1 gives the wave unit weight on every site.

`spiral_bands` says that a spiral wave with `v ≠ 0` and energy `E` exists if and only if `E` is `bandEnergy 1 t D q k` or `bandEnergy (-1) t D q k`. Both values are real, so the theorem also excludes complex energies for these waves. It does not count multiplicities.

## How the proof follows the calculation

`hamiltonian_apply` obtains the component form of H, using Euler's formula from `phase_eq` to rewrite the field matrix. `hamiltonian_spiralWave` is the central computation. Inside it, `hop` is the cosine identity for the two neighbours, and `p` and `p'` are the two phase conversions. For each spin component, `linear_combination` adds these identities with the coefficients that the substitution by hand produces.

In `generalized_bloch`, the auxiliary statement `hs` moves the factor E into the amplitudes. One direction then evaluates both waves at site 0, and the other substitutes the matrix equation.

In `spiral_bands`, `hdet` computes the determinant and `key` factorises it. The square root is replaced by a variable `r` about which only the value of its square is used, just as the calculation above needs only R² = S² + D². Mathlib's `Matrix.exists_mulVec_eq_zero_iff` supplies the link between a vanishing determinant and a non-zero solution.

## Non-zero amplitudes and the reach of the ansatz

The condition `v ≠ 0` in `spiral_bands` is essential. Take t = 0 and D = 1, so that the band energies are 1 and −1 for every k and q. The zero wave satisfies Hψ = 5ψ, although 5 is not a band energy. Without the condition, every E would pass the test on the left of the equivalence.

The Lean name `generalized_bloch` recalls the generalized Bloch theorem, which rests on a symmetry argument: H commutes with a one-site translation combined with a spin rotation, and eigenstates can therefore be chosen in spiral form. The file starts from the spiral form and establishes what happens to it under H. It does not define that symmetry operation. Nor are spiral waves with real k the only solutions when unbounded functions are admitted, as they are here: for t ≠ 0, every energy outside the two bands has solutions that grow exponentially in at least one direction along the chain.

The reduction also depends on the form of H. A uniform extra field −Bσ_x with B ≠ 0 would add −B v₁ exp(i(k + q/2)x) to the up component, and for v₁ ≠ 0 this has the wrong wavenumber unless q is a multiple of 2π. Spin-orbit coupling, conical spirals, several orbitals per site and a field determined self-consistently by the electrons are not treated.
